# A Hermitian matrix A + iB has every eigenvalue doubled in its real symmetric block form

Let $A$ and $B$ be real $N\times N$ matrices with $A^T=A$ and $B^T=-B$, and put

$$H=A+iB,\qquad M=\begin{pmatrix}A&-B\\B&A\end{pmatrix}.$$

Then $H$ is Hermitian, $M$ is real symmetric, and their characteristic polynomials satisfy

$$\chi_M(t)=\chi_H(t)^2,\qquad \chi_X(t)=\det(t\,1-X).$$

An eigenvalue of multiplicity $m$ in $H$ therefore has multiplicity $2m$ in $M$.

## Complex Hamiltonians in a real eigensolver

A Hamiltonian at a general k-point is usually a complex Hermitian matrix. If only a real symmetric eigensolver is at hand, the code can pass it $M$ instead. For a fixed Hamiltonian in a finite orthonormal basis, the identity says that the $2N$ returned levels are the $N$ energies, each listed twice.

The doubling is a product of the embedding and has nothing to do with spin. A code that fills the lowest levels of $M$ as if they were distinct orbitals can occupy the same orbital twice. Taking every second eigenvector is safe only for non-degenerate levels of $H$: within a degenerate level, the vectors picked may represent the same complex orbital up to a phase.

## Block triangular form and the square

Let $L_c=\begin{pmatrix}1&0\\c\,1&1\end{pmatrix}$, so that $L_iL_{-i}=1$. First,

$$\begin{pmatrix}A+iB&-B\\0&A-iB\end{pmatrix}L_i=\begin{pmatrix}A&-B\\iA+B&A-iB\end{pmatrix}.$$

Multiplying by $L_{-i}$ from the left subtracts $i$ times the first row from the second. The second row becomes $(B,\ A)$, and the result is $M$. So $M$ is similar to the block triangular matrix, and

$$\chi_M=\chi_{A+iB}\,\chi_{A-iB}.$$

This holds for any real $A$ and $B$. The symmetry conditions now give $(A+iB)^T=A-iB$. A matrix and its transpose have the same characteristic polynomial, so the two factors agree and $\chi_M=\chi_H^2$. If $\chi_H(t)=(t-\mu)^m q(t)$ with $q(\mu)\neq0$, then $\chi_M(t)=(t-\mu)^{2m}q(t)^2$, which is the doubling.

## The two real vectors behind one orbital

For real vectors $x$ and $y$,

$$(A+iB)(x+iy)=(Ax-By)+i(Bx+Ay),\qquad M\begin{pmatrix}x\\y\end{pmatrix}=\begin{pmatrix}Ax-By\\Bx+Ay\end{pmatrix}.$$

Comparing real and imaginary parts, $H(x+iy)=\mu(x+iy)$ with real $\mu$ holds exactly when $M(x,y)=\mu(x,y)$. In that case

$$M\begin{pmatrix}-y\\x\end{pmatrix}=\begin{pmatrix}-(Bx+Ay)\\Ax-By\end{pmatrix}=\mu\begin{pmatrix}-y\\x\end{pmatrix},$$

and $(x,y)\cdot(-y,x)=-x\cdot y+y\cdot x=0$. The partner $(-y,x)$ represents $i(x+iy)$, the same physical state. Both real vectors have squared norm $x\cdot x+y\cdot y$, equal to that of $x+iy$, so normalisation carries over unchanged.

## A one-by-one matrix where the square fails

Take $N=1$, $A=0$, $B=1$. Here $A$ is symmetric but $B$ is not antisymmetric. Then $\chi_M(t)=t^2+1$, while $\chi_{A+iB}(t)^2=(t-i)^2$. At $t=-i$ the first is $0$ and the second is $-4$. Symmetry of $A$ alone is thus not enough for the square formula, although the product formula still holds: $t^2+1=(t-i)(t+i)$.

## The identity and its proof in Lean

```lean
import Mathlib

open Matrix

namespace ComplexToRealEmbedding

noncomputable section

variable {n : Type*}

/-- The complex matrix `A + iB` with real part `A` and imaginary part `B`. -/
def complexForm (A B : Matrix n n ℝ) : Matrix n n ℂ :=
  A.map Complex.ofRealHom + Complex.I • B.map Complex.ofRealHom

/-- The real block matrix with rows `(A, -B)` and `(B, A)`. -/
def realForm (A B : Matrix n n ℝ) : Matrix (n ⊕ n) (n ⊕ n) ℝ :=
  fromBlocks A (-B) B A

/-- The complex orbital `x + iy` with real coefficient vectors `x` and `y`. -/
def orbital (x y : n → ℝ) : n → ℂ := fun i => (x i : ℂ) + Complex.I * (y i : ℂ)

/-- For `A` symmetric and `B` antisymmetric, `A + iB` is Hermitian and the real block
matrix is symmetric. -/
theorem hermitian_and_symmetric {A B : Matrix n n ℝ} (hA : Aᵀ = A) (hB : Bᵀ = -B) :
    (complexForm A B).IsHermitian ∧ (realForm A B).IsSymm := by
  constructor
  · refine Matrix.IsHermitian.ext fun i j => ?_
    have hA' : A j i = A i j := congrFun (congrFun hA i) j
    have hB' : B j i = -B i j := congrFun (congrFun hB i) j
    simp [complexForm, hA', hB']
  · simp [realForm, Matrix.IsSymm, fromBlocks_transpose, hA, hB]

variable [Fintype n]

/-- The matrix `A + iB` sends the orbital `x + iy` to `(Ax - By) + i(Bx + Ay)`. -/
theorem complexForm_mulVec (A B : Matrix n n ℝ) (x y : n → ℝ) :
    complexForm A B *ᵥ orbital x y = orbital (A *ᵥ x - B *ᵥ y) (B *ᵥ x + A *ᵥ y) := by
  funext i
  apply Complex.ext <;>
    simp [complexForm, orbital, mulVec, dotProduct, Complex.re_sum, Complex.im_sum,
      Finset.sum_add_distrib, Finset.sum_sub_distrib]
  ring

/-- The real block matrix sends the stacked vector `(x, y)` to `(Ax - By, Bx + Ay)`. -/
theorem realForm_mulVec (A B : Matrix n n ℝ) (x y : n → ℝ) :
    realForm A B *ᵥ Sum.elim x y = Sum.elim (A *ᵥ x - B *ᵥ y) (B *ᵥ x + A *ᵥ y) := by
  simp [realForm, fromBlocks_mulVec, neg_mulVec, sub_eq_add_neg]

/-- For real `μ`, the orbital `x + iy` solves the eigenvalue equation of `A + iB` exactly when
the stacked vector `(x, y)` solves that of the real block matrix. -/
theorem eigen_equation_iff (A B : Matrix n n ℝ) (x y : n → ℝ) (μ : ℝ) :
    complexForm A B *ᵥ orbital x y = (μ : ℂ) • orbital x y ↔
      realForm A B *ᵥ Sum.elim x y = μ • Sum.elim x y := by
  rw [complexForm_mulVec, realForm_mulVec]
  constructor
  · intro h
    funext s
    rcases s with i | i
    · simpa [orbital] using congrArg Complex.re (congrFun h i)
    · simpa [orbital] using congrArg Complex.im (congrFun h i)
  · intro h
    funext i
    apply Complex.ext
    · simpa [orbital] using congrFun h (Sum.inl i)
    · simpa [orbital] using congrFun h (Sum.inr i)

/-- If `(x, y)` solves the eigenvalue equation of the real block matrix, then `(-y, x)` solves it
with the same `μ` and is orthogonal to `(x, y)`. -/
theorem partner_eigenvector (A B : Matrix n n ℝ) (x y : n → ℝ) (μ : ℝ)
    (h : realForm A B *ᵥ Sum.elim x y = μ • Sum.elim x y) :
    realForm A B *ᵥ Sum.elim (-y) x = μ • Sum.elim (-y) x ∧
      Sum.elim x y ⬝ᵥ Sum.elim (-y) x = 0 := by
  constructor
  · rw [realForm_mulVec] at h ⊢
    funext s
    rcases s with i | i
    · have h2 := congrFun h (Sum.inr i)
      simp only [Sum.elim_inl, Sum.elim_inr, Pi.smul_apply, Pi.sub_apply, Pi.add_apply,
        Pi.neg_apply, mulVec_neg, smul_eq_mul] at h2 ⊢
      linarith
    · have h1 := congrFun h (Sum.inl i)
      simp only [Sum.elim_inl, Sum.elim_inr, Pi.smul_apply, Pi.sub_apply, Pi.add_apply,
        Pi.neg_apply, mulVec_neg, smul_eq_mul] at h1 ⊢
      linarith
  · simp only [dotProduct, Fintype.sum_sum_type, Sum.elim_inl, Sum.elim_inr, Pi.neg_apply]
    rw [← Finset.sum_add_distrib]
    exact Finset.sum_eq_zero fun i _ => by ring

variable [DecidableEq n]

/-- For complex matrices `a` and `b`, the characteristic polynomial of the block matrix with rows
`(a, -b)` and `(b, a)` is the product of those of `a + ib` and `a - ib`. -/
theorem block_charpoly (a b : Matrix n n ℂ) :
    (fromBlocks a (-b) b a).charpoly =
      (a + Complex.I • b).charpoly * (a - Complex.I • b).charpoly := by
  -- a unipotent change of basis makes the matrix block upper triangular
  have hM : fromBlocks a (-b) b a =
      fromBlocks 1 0 (-(Complex.I • (1 : Matrix n n ℂ))) 1 *
        (fromBlocks (a + Complex.I • b) (-b) 0 (a - Complex.I • b) *
          fromBlocks 1 0 (Complex.I • (1 : Matrix n n ℂ)) 1) := by
    rw [fromBlocks_multiply, fromBlocks_multiply]
    refine Matrix.fromBlocks_inj.mpr ⟨?_, ?_, ?_, ?_⟩
    · simp only [Matrix.one_mul, Matrix.mul_one, Matrix.zero_mul, Matrix.mul_smul, add_zero]
      refine Matrix.ext fun i j => ?_
      simp only [Matrix.add_apply, Matrix.neg_apply, Matrix.smul_apply, smul_eq_mul]
      ring
    · simp
    · simp only [Matrix.one_mul, Matrix.mul_one, Matrix.neg_mul, Matrix.mul_smul,
        Matrix.smul_mul, zero_add]
      refine Matrix.ext fun i j => ?_
      simp only [Matrix.add_apply, Matrix.sub_apply, Matrix.neg_apply, Matrix.smul_apply,
        smul_eq_mul]
      linear_combination b i j * Complex.I_mul_I
    · simp only [Matrix.one_mul, Matrix.mul_one, Matrix.mul_zero, Matrix.neg_mul,
        Matrix.mul_neg, Matrix.smul_mul, zero_add]
      refine Matrix.ext fun i j => ?_
      simp only [Matrix.add_apply, Matrix.sub_apply, Matrix.neg_apply, Matrix.smul_apply,
        smul_eq_mul]
      ring
  have hQP : fromBlocks (1 : Matrix n n ℂ) 0 (Complex.I • (1 : Matrix n n ℂ))
        (1 : Matrix n n ℂ) *
      fromBlocks (1 : Matrix n n ℂ) 0 (-(Complex.I • (1 : Matrix n n ℂ)))
        (1 : Matrix n n ℂ) = 1 := by
    rw [fromBlocks_multiply, ← fromBlocks_one]
    simp
  rw [hM, Matrix.charpoly_mul_comm, Matrix.mul_assoc, hQP, Matrix.mul_one,
    Matrix.charpoly_fromBlocks_zero₂₁]

/-- For any real `A` and `B`, the characteristic polynomial of the real block matrix, viewed over
the complex numbers, is the product of those of `A + iB` and `A - iB`. -/
theorem charpoly_realForm (A B : Matrix n n ℝ) :
    (realForm A B).charpoly.map Complex.ofRealHom =
      (complexForm A B).charpoly * (complexForm A (-B)).charpoly := by
  have h1 : (realForm A B).map Complex.ofRealHom =
      fromBlocks (A.map Complex.ofRealHom) (-(B.map Complex.ofRealHom))
        (B.map Complex.ofRealHom) (A.map Complex.ofRealHom) := by
    refine Matrix.ext fun i j => ?_
    rcases i with i | i <;> rcases j with j | j <;> simp [realForm]
  have h2 : complexForm A (-B) =
      A.map Complex.ofRealHom - Complex.I • B.map Complex.ofRealHom := by
    refine Matrix.ext fun i j => ?_
    simp [complexForm, sub_eq_add_neg]
  rw [← Matrix.charpoly_map, h1, h2]
  exact block_charpoly _ _

/-- For `A` symmetric and `B` antisymmetric, the characteristic polynomial of the real block
matrix, viewed over the complex numbers, is the square of that of `A + iB`. -/
theorem charpoly_realForm_eq_sq {A B : Matrix n n ℝ} (hA : Aᵀ = A) (hB : Bᵀ = -B) :
    (realForm A B).charpoly.map Complex.ofRealHom = (complexForm A B).charpoly ^ 2 := by
  -- the second factor belongs to the transpose of `A + iB`
  have hT : complexForm A (-B) = (complexForm A B)ᵀ := by
    refine Matrix.ext fun i j => ?_
    have hA' : A j i = A i j := congrFun (congrFun hA i) j
    have hB' : B j i = -B i j := congrFun (congrFun hB i) j
    simp [complexForm, hA', hB']
  rw [charpoly_realForm, hT, Matrix.charpoly_transpose, sq]

/-- For `A` symmetric and `B` antisymmetric, the algebraic multiplicity of a real number `μ` in
the real block matrix is twice its multiplicity in `A + iB`. -/
theorem multiplicity_doubled {A B : Matrix n n ℝ} (hA : Aᵀ = A) (hB : Bᵀ = -B) (μ : ℝ) :
    (realForm A B).charpoly.rootMultiplicity μ =
      2 * (complexForm A B).charpoly.rootMultiplicity (μ : ℂ) := by
  have hp : ∀ (p : Polynomial ℂ) (z : ℂ),
      (p ^ 2).rootMultiplicity z = 2 * p.rootMultiplicity z := by
    intro p z
    rw [← Polynomial.count_roots, ← Polynomial.count_roots, Polynomial.roots_pow,
      Multiset.count_nsmul]
  have h := Polynomial.eq_rootMultiplicity_map (p := (realForm A B).charpoly)
    Complex.ofRealHom.injective μ
  rw [charpoly_realForm_eq_sq hA hB, hp] at h
  exact h

/-- For the one-dimensional choice `A = 0`, `B = 1`, where `B` is not antisymmetric, the
characteristic polynomial of the real block matrix is not the square of that of `A + iB`. -/
theorem square_fails_without_antisymmetry :
    (realForm (0 : Matrix (Fin 1) (Fin 1) ℝ) 1).charpoly.map Complex.ofRealHom ≠
      (complexForm (0 : Matrix (Fin 1) (Fin 1) ℝ) 1).charpoly ^ 2 := by
  have hc : ∀ b : Matrix (Fin 1) (Fin 1) ℝ, (complexForm 0 b).charpoly =
      Polynomial.X - Polynomial.C (Complex.I * (b 0 0 : ℂ)) := by
    intro b
    simp [Matrix.charpoly, complexForm]
  intro h
  rw [charpoly_realForm, hc, hc] at h
  -- at `-i` the product vanishes and the square does not
  have h' := congrArg (Polynomial.eval (-Complex.I)) h
  simp only [Polynomial.eval_mul, Polynomial.eval_pow, Polynomial.eval_sub, Polynomial.eval_X,
    Polynomial.eval_C, Matrix.neg_apply, Matrix.one_apply_eq, Complex.ofReal_neg,
    Complex.ofReal_one] at h'
  have h4 : (4 : ℂ) = 0 := by linear_combination h' + 4 * Complex.I_mul_I
  norm_num at h4

end

end ComplexToRealEmbedding
```

```lean
#print axioms ComplexToRealEmbedding.hermitian_and_symmetric
#print axioms ComplexToRealEmbedding.partner_eigenvector
#print axioms ComplexToRealEmbedding.multiplicity_doubled
#print axioms ComplexToRealEmbedding.square_fails_without_antisymmetry
```

```
'ComplexToRealEmbedding.hermitian_and_symmetric' depends on axioms: [propext, Classical.choice, Quot.sound]
'ComplexToRealEmbedding.partner_eigenvector' depends on axioms: [propext, Classical.choice, Quot.sound]
'ComplexToRealEmbedding.multiplicity_doubled' depends on axioms: [propext, Classical.choice, Quot.sound]
'ComplexToRealEmbedding.square_fails_without_antisymmetry' depends on axioms: [propext, Classical.choice, Quot.sound]
```

In the file, `n` is the index set of the basis, not its size $N$. The block matrix is indexed by `n ⊕ n`, with one copy for real parts and one for imaginary parts. `complexForm A B` is $H$, `realForm A B` is $M$, and `Sum.elim x y` is the stacked vector $(x,y)$. The name `orbital` denotes a coefficient vector $x+iy$, not a function in space, and it need not be normalised. The hypotheses `hA` and `hB` are the two symmetry conditions, and `hermitian_and_symmetric` shows that they make $H$ Hermitian, entry by entry, and $M$ symmetric, block by block.

The main statement is `charpoly_realForm_eq_sq`. Since $\chi_M$ has real coefficients and $\chi_H$ is a polynomial over $\mathbb C$, the map by `Complex.ofRealHom` places both in the same ring. In `multiplicity_doubled`, `rootMultiplicity` is the algebraic multiplicity, which is zero when $\mu$ is not an eigenvalue.

The proofs follow the calculation above:

- `block_charpoly` verifies the factorisation of $M$ as `hM` and the cancellation $L_iL_{-i}=1$ as `hQP`. `Matrix.charpoly_mul_comm` moves the left factor to the right end, where it cancels, and the block triangular matrix gives the product.
- `charpoly_realForm` applies this to real $A$ and $B$ regarded as complex matrices. `charpoly_realForm_eq_sq` then identifies the second factor with the transpose of $H$ in `hT`.
- `multiplicity_doubled` counts the roots of a squared polynomial, and uses the fact that passing from $\mathbb R$ to $\mathbb C$ preserves the multiplicity of a real root.
- `complexForm_mulVec` and `realForm_mulVec` compute the two matrix–vector products. `eigen_equation_iff` compares their components, and `partner_eigenvector` rearranges the same equations for $(-y,x)$.
- `square_fails_without_antisymmetry` evaluates the supposed identity at $-i$ and reaches $4=0$.

## Exact pairs and computed pairs

The theorems guarantee the square identity, the doubled multiplicity of each real $\mu$, and the correspondence between solutions of the two eigenvalue equations. The vector statements also admit the zero vector, so a code must supply a nonzero solution to have an eigenvector. That all eigenvalues of $H$ are real is the usual property of Hermitian matrices and is not proved here.

The step left to the user is from real numbers to floating-point ones: a solver can return pairs split by rounding, and any tolerance for recognising them needs its own error analysis. A non-orthogonal basis leads to a generalised eigenvalue problem with an overlap matrix, which these statements do not treat.
